# Ladder solutions of the radial Coulomb equation with centrifugal term g(g-1)/r² for every real g > 0

## From 2p to 2s

Take the function $u(r)=r^2e^{-kr/2}$ with $k>0$. For $k=Z$ in atomic units it is the radial function of the hydrogen-like 2p state, multiplied by $r$ and not normalised. Since $u'=(2/r-k/2)\,u$, a second differentiation gives $u''=(2/r^2-2k/r+k^2/4)\,u$, that is,

$$-u''+\Big(\frac{2}{r^2}-\frac{2k}{r}\Big)u=-\frac{k^2}{4}\,u .$$

Now apply the first-order operator $B_1=-\frac{d}{dr}+k-\frac1r$:

$$B_1u=\Big(\frac{3k}{2}-\frac{3}{r}\Big)u=-3\,r\Big(1-\frac{kr}{2}\Big)e^{-kr/2}.$$

This is the 2s function, up to a factor. The centrifugal term has gone and a node has appeared, while the energy has stayed the same.

## The general ladder

For real $g>0$ and $r>0$ define

$$H_g=-\frac{d^2}{dr^2}+\frac{g(g-1)}{r^2}-\frac{2k}{r},\qquad B_g=-\frac{d}{dr}+W_g,\qquad A_g=\frac{d}{dr}+W_g,\qquad W_g=\frac kg-\frac gr .$$

With $g=l+1$ and $k=Z$, where $l$ is the orbital quantum number, $H_g$ is twice the radial Hamiltonian in atomic units. The claim is that, for $n=0,1,2,\dots$,

$$f_{n,g}=B_gB_{g+1}\cdots B_{g+n-1}\,r^{g+n}e^{-kr/(g+n)}\quad\text{satisfies}\quad H_gf_{n,g}=-\frac{k^2}{(g+n)^2}f_{n,g}.$$

For $n=0$ there are no operators in the product.

**Factorization.** Multiplying out gives $B_gA_gf=-f''+(W_g^2-W_g')f$ and $A_gB_gf=-f''+(W_g^2+W_g')f$. Because $W_g'=g/r^2$ and $W_g^2=k^2/g^2-2k/r+g^2/r^2$,

$$B_gA_g=H_g+\frac{k^2}{g^2},\qquad A_gB_g=H_{g+1}+\frac{k^2}{g^2}.$$

Exchanging the factors returns the same operator with $g$ raised by one. This is shape invariance.

**Lowest rung.** The function $f_{0,g}=r^ge^{-kr/g}$ has $f_{0,g}'=(g/r-k/g)f_{0,g}$, so $A_gf_{0,g}=0$. Hence $0=B_gA_gf_{0,g}=H_gf_{0,g}+(k^2/g^2)f_{0,g}$.

**One step.** Suppose $H_{g+1}f=Ef$. Then $A_gB_gf=(E+k^2/g^2)f$, and

$$H_g(B_gf)=B_g(A_gB_gf)-\frac{k^2}{g^2}B_gf=E\,B_gf .$$

**Induction.** By definition $f_{n+1,g}=B_gf_{n,g+1}$. If $f_{n,g+1}$ has eigenvalue $-k^2/(g+1+n)^2$, so does $f_{n+1,g}$, and this is the claimed value for $n+1$.

**No rung is zero.** Let $k\neq0$ and suppose that $B_gf_{n,g+1}$ vanished everywhere. Then so would

$$A_gB_gf_{n,g+1}=\Big(\frac{k^2}{g^2}-\frac{k^2}{(g+n+1)^2}\Big)f_{n,g+1}.$$

The bracket is positive, so $f_{n,g+1}$ would vanish too. Going down in $n$, this contradicts $f_{0,g}>0$.

## Coefficients, norms and the relativistic case

In a program the ladder acts on polynomial coefficients. Put $\lambda=k/(g+n)$ and start from the polynomial $p=1$. For $h=g+n-1,\dots,g$ in descending order, $B_h$ turns $r^{h+1}p(r)e^{-\lambda r}$ into $r^hq(r)e^{-\lambda r}$ with

$$q_j=-(2h+1+j)\,p_j+\Big(\lambda+\frac kh\Big)p_{j-1},\qquad p_{-1}=0 .$$

The functions are not normalised. For $k>0$, integration by parts shows that $B_g$ multiplies the squared norm of $f_{n,g+1}$ by the bracket above. In the opening example $\int_0^\infty u^2dr=24/k^5$ and the bracket is $3k^2/4$, so the squared norm of $B_1u$ is $18/k^3$. The normalised 2s function is $\sqrt{k^3/2}\;r(1-kr/2)e^{-kr/2}$.

Non-integer $g$ is needed for a single Dirac electron in the field of a point nucleus. In units $\hbar=m=c=1$, suitable combinations of its two radial components obey the same second-order equation with $k=Z\alpha\varepsilon$, eigenvalue $\varepsilon^2-1$, and $g=\gamma$ or $\gamma+1$. Here $\varepsilon$ is the energy of the electron with its rest energy included, $Z$ is the nuclear charge number, $\alpha$ is the fine-structure constant, $\gamma=\sqrt{\kappa^2-(Z\alpha)^2}$, and $\kappa$ is the nonzero integer that labels the angular part, with $Z\alpha<|\kappa|$. The formal development below concerns the second-order equation alone and does not derive it from the Dirac equation.

## Operators and states in Lean

```lean
import Mathlib

open Set Filter Topology
open scoped ContDiff

namespace CoulombShapeInvariance

noncomputable section
```

Radial functions are maps `ℝ → ℝ`, and every result concerns only their behaviour at $r>0$. The operator $H_g$ is `radialH k g`, built from ordinary derivatives.

```lean
/-- The radial Coulomb operator `H_g = -d²/dr² + g(g-1)/r² - 2k/r`. -/
def radialH (k g : ℝ) (f : ℝ → ℝ) : ℝ → ℝ :=
  fun r => -deriv (deriv f) r + (g * (g - 1) / r ^ 2 - 2 * k / r) * f r
```

The two first-order operators differ in the sign of the derivative.

```lean
/-- The ladder operator `B_g = -d/dr + k/g - g/r`. -/
def ladderB (k g : ℝ) (f : ℝ → ℝ) : ℝ → ℝ :=
  fun r => -deriv f r + (k / g - g / r) * f r

/-- The partner ladder operator `A_g = d/dr + k/g - g/r`. -/
def ladderA (k g : ℝ) (f : ℝ → ℝ) : ℝ → ℝ :=
  fun r => deriv f r + (k / g - g / r) * f r
```

The lowest rung uses the real power `r ^ g`, so $g$ need not be an integer.

```lean
/-- The nodeless radial function `r^g exp(-k r/g)`. -/
def nodeless (k g : ℝ) : ℝ → ℝ :=
  fun r => r ^ g * Real.exp (-(k / g) * r)
```

The product of operators is defined by recursion: `ladderState k n g` is $f_{n,g}$. The second line of the definition is $f_{n+1,g}=B_gf_{n,g+1}$, so the index $g$ changes along with $n$.

```lean
/-- The function `B_g B_(g+1) ... B_(g+n-1)` applied to the nodeless function of index `g+n`. -/
def ladderState (k : ℝ) : ℕ → ℝ → ℝ → ℝ
  | 0, g => nodeless k g
  | n + 1, g => ladderB k g (ladderState k n (g + 1))
```

## Smoothness on the half-line

Lean's `deriv` returns zero where a function has no derivative, so an identity between `deriv` expressions has its usual meaning only for differentiable functions. The predicate `SmoothRadial` secures this by requiring derivatives of all orders on the open half-line.

```lean
/-- A radial function is smooth when it is infinitely differentiable on `r > 0`. -/
def SmoothRadial (f : ℝ → ℝ) : Prop := ContDiffOn ℝ ∞ f (Ioi 0)
```

The first lemma extracts what the calculations use, namely genuine first and second derivatives at each $r>0$.

```lean
/-- A smooth radial function has a first and a second derivative at every `r > 0`. -/
theorem SmoothRadial.derivs {f : ℝ → ℝ} (hf : SmoothRadial f) {r : ℝ} (hr : 0 < r) :
    HasDerivAt f (deriv f r) r ∧ HasDerivAt (deriv f) (deriv (deriv f) r) r := by
  have hf0 : ContDiffOn ℝ ∞ f (Ioi 0) := hf
  have hf1 : ContDiffOn ℝ ∞ (deriv f) (Ioi 0) :=
    hf0.deriv_of_isOpen isOpen_Ioi (by exact le_rfl)
  exact ⟨((hf0.contDiffAt (Ioi_mem_nhds hr)).differentiableAt (by simp)).hasDerivAt,
    ((hf1.contDiffAt (Ioi_mem_nhds hr)).differentiableAt (by simp)).hasDerivAt⟩
```

Each application of $B_g$ uses up one derivative. With infinitely many available, smoothness is preserved, because $W_g$ is itself smooth away from the origin.

```lean
/-- The ladder operator `B_g` preserves smoothness on `r > 0`. -/
theorem SmoothRadial.ladderB {f : ℝ → ℝ} (hf : SmoothRadial f) (k g : ℝ) :
    SmoothRadial (ladderB k g f) := by
  have hf0 : ContDiffOn ℝ ∞ f (Ioi 0) := hf
  have hf1 : ContDiffOn ℝ ∞ (deriv f) (Ioi 0) :=
    hf0.deriv_of_isOpen isOpen_Ioi (by exact le_rfl)
  have hW : ContDiffOn ℝ ∞ (fun r : ℝ => k / g - g / r) (Ioi 0) :=
    contDiffOn_const.sub
      (contDiffOn_const.div contDiffOn_id (fun x hx => (mem_Ioi.1 hx).ne'))
  exact hf1.neg.add (hW.mul hf0)
```

Induction on $n$ then covers the whole ladder. The clause `generalizing g` makes the induction hypothesis available at $g+1$, where the recursion needs it.

```lean
/-- Every function of the ladder is smooth on `r > 0`. -/
theorem ladderState_smooth (k : ℝ) (n : ℕ) (g : ℝ) : SmoothRadial (ladderState k n g) := by
  induction n generalizing g with
  | zero =>
    have h1 : ContDiffOn ℝ ∞ (fun r : ℝ => r ^ g) (Ioi 0) :=
      contDiffOn_id.rpow_const_of_ne (fun x hx => (mem_Ioi.1 hx).ne')
    have h2 : ContDiff ℝ ∞ (fun r : ℝ => Real.exp (-(k / g) * r)) := by fun_prop
    exact h1.mul h2.contDiffOn
  | succ n ih => exact (ih (g + 1)).ladderB k g
```

## Factorization and the lowest rung

The next theorem states both operator identities, evaluated on a smooth function at a point $r>0$. It needs only $g\neq0$. In the proof `hW` is $W_g'=g/r^2$, while `hA` and `hB` are the product rule for $(A_gf)'$ and $(B_gf)'$. After these are substituted, `field_simp` and `ring` do the algebra of $W_g^2\mp W_g'$.

```lean
/-- Factorization and shape invariance: `B_g A_g = H_g + k²/g²` and `A_g B_g = H_(g+1) + k²/g²` on
smooth radial functions, for `g ≠ 0` and at every `r > 0`. -/
theorem factorization {k g : ℝ} (hg : g ≠ 0) {f : ℝ → ℝ} (hf : SmoothRadial f)
    {r : ℝ} (hr : 0 < r) :
    ladderB k g (ladderA k g f) r = radialH k g f r + (k / g) ^ 2 * f r ∧
    ladderA k g (ladderB k g f) r = radialH k (g + 1) f r + (k / g) ^ 2 * f r := by
  obtain ⟨h1, h2⟩ := hf.derivs hr
  have hr0 : r ≠ 0 := hr.ne'
  -- the derivative of the superpotential
  have hW : HasDerivAt (fun x : ℝ => k / g - g / x) (g / r ^ 2) r := by
    simpa [div_eq_mul_inv] using ((hasDerivAt_inv hr0).const_mul g).const_sub (k / g)
  have hA : deriv (ladderA k g f) r =
      deriv (deriv f) r + (g / r ^ 2 * f r + (k / g - g / r) * deriv f r) :=
    (h2.fun_add (hW.fun_mul h1)).deriv
  have hB : deriv (ladderB k g f) r =
      -deriv (deriv f) r + (g / r ^ 2 * f r + (k / g - g / r) * deriv f r) :=
    (h2.fun_neg.fun_add (hW.fun_mul h1)).deriv
  constructor
  · change -deriv (ladderA k g f) r + (k / g - g / r) * (deriv f r + (k / g - g / r) * f r) =
      -deriv (deriv f) r + (g * (g - 1) / r ^ 2 - 2 * k / r) * f r + (k / g) ^ 2 * f r
    rw [hA]
    field_simp
    ring
  · change deriv (ladderB k g f) r + (k / g - g / r) * (-deriv f r + (k / g - g / r) * f r) =
      -deriv (deriv f) r + ((g + 1) * (g + 1 - 1) / r ^ 2 - 2 * k / r) * f r
        + (k / g) ^ 2 * f r
    rw [hB]
    field_simp
    ring
```

The equation $A_gf_{0,g}=0$ follows by differentiating the power and the exponential separately and using $r^{g-1}=r^g/r$.

```lean
/-- The operator `A_g` annihilates the nodeless function `r^g exp(-k r/g)` on `r > 0`. -/
theorem ladderA_nodeless (k g : ℝ) {r : ℝ} (hr : 0 < r) :
    ladderA k g (nodeless k g) r = 0 := by
  have h1 : HasDerivAt (fun x : ℝ => x ^ g) (g * r ^ (g - 1)) r :=
    Real.hasDerivAt_rpow_const (Or.inl hr.ne')
  have h2 : HasDerivAt (fun x : ℝ => Real.exp (-(k / g) * x))
      (Real.exp (-(k / g) * r) * (-(k / g) * 1)) r :=
    ((hasDerivAt_id r).const_mul (-(k / g))).exp
  have h : deriv (nodeless k g) r = g * r ^ (g - 1) * Real.exp (-(k / g) * r)
      + r ^ g * (Real.exp (-(k / g) * r) * (-(k / g) * 1)) := (h1.fun_mul h2).deriv
  change deriv (nodeless k g) r
    + (k / g - g / r) * (r ^ g * Real.exp (-(k / g) * r)) = 0
  rw [h, Real.rpow_sub_one hr.ne']
  ring
```

## Climbing the ladder

The single step holds for any smooth solution and any real number $E$. The first factorization is applied to the function $B_gf$, which produces $B_gA_gB_gf$. The outer $B_g$ contains a derivative, so knowing $A_gB_gf=(E+k^2/g^2)f$ at the one point $r$ is not enough. The proof establishes it for all $x>0$ (`hAB`), hence in a neighbourhood of $r$ (`he`), and only then differentiates (`hd`).

```lean
/-- Let `g ≠ 0` and let `f` be smooth on `r > 0`. If `H_(g+1) f = E f` on `r > 0`, then `H_g (B_g f)
= E (B_g f)` on `r > 0`. -/
theorem ladder_step {k g E : ℝ} (hg : g ≠ 0) {f : ℝ → ℝ} (hf : SmoothRadial f)
    (hE : ∀ r > 0, radialH k (g + 1) f r = E * f r) :
    ∀ r > 0, radialH k g (ladderB k g f) r = E * ladderB k g f r := by
  intro r hr
  -- on the eigenfunction, A_g B_g acts as a number
  have hAB : ∀ x > 0, ladderA k g (ladderB k g f) x = (E + (k / g) ^ 2) * f x := by
    intro x hx
    rw [(factorization hg hf hx).2, hE x hx]
    ring
  have he : ladderA k g (ladderB k g f) =ᶠ[𝓝 r] fun x => (E + (k / g) ^ 2) * f x := by
    filter_upwards [Ioi_mem_nhds hr] with x hx using hAB x hx
  have hd : deriv (ladderA k g (ladderB k g f)) r = (E + (k / g) ^ 2) * deriv f r :=
    he.deriv_eq.trans ((hf.derivs hr).1.const_mul _).deriv
  have h := (factorization (k := k) hg (hf.ladderB k g) hr).1
  change -deriv (ladderA k g (ladderB k g f)) r
    + (k / g - g / r) * ladderA k g (ladderB k g f) r = _ at h
  rw [hd, hAB r hr] at h
  have hb : ladderB k g f r = -deriv f r + (k / g - g / r) * f r := rfl
  linear_combination -h - (E + (k / g) ^ 2) * hb
```

The main theorem reads: for every real $k$, every natural number $n$ and every $g>0$, the equation $H_gf_{n,g}=-k^2/(g+n)^2\,f_{n,g}$ holds at each $r>0$. The zero case combines $A_gf_{0,g}=0$ with the factorization. The successor case rewrites $g+(n+1)$ as $(g+1)+n$ and applies `ladder_step`.

```lean
/-- The shape-invariant Coulomb ladder: `f = B_g ... B_(g+n-1) r^(g+n) exp(-k r/(g+n))` satisfies
`H_g f = -k²/(g+n)² f` on `r > 0`, for every `g > 0`. -/
theorem coulomb_ladder (k : ℝ) (n : ℕ) {g : ℝ} (hg : 0 < g) :
    ∀ r > 0, radialH k g (ladderState k n g) r =
      -k ^ 2 / (g + n) ^ 2 * ladderState k n g r := by
  induction n generalizing g with
  | zero =>
    intro r hr
    -- A_g annihilates the nodeless function, hence so does B_g A_g
    have he : ladderA k g (nodeless k g) =ᶠ[𝓝 r] fun _ => (0 : ℝ) := by
      filter_upwards [Ioi_mem_nhds hr] with x hx using ladderA_nodeless k g hx
    have hd : deriv (ladderA k g (nodeless k g)) r = 0 := by
      rw [he.deriv_eq]
      simp
    have h := (factorization (k := k) hg.ne' (ladderState_smooth k 0 g) hr).1
    change -deriv (ladderA k g (nodeless k g)) r
      + (k / g - g / r) * ladderA k g (nodeless k g) r =
        radialH k g (nodeless k g) r + (k / g) ^ 2 * nodeless k g r at h
    rw [hd, ladderA_nodeless k g hr] at h
    change radialH k g (nodeless k g) r =
      -k ^ 2 / (g + ((0 : ℕ) : ℝ)) ^ 2 * nodeless k g r
    rw [Nat.cast_zero, add_zero]
    linear_combination -h
  | succ n ih =>
    intro r hr
    have e : g + ((n + 1 : ℕ) : ℝ) = g + 1 + n := by
      push_cast
      ring
    rw [e]
    exact ladder_step hg.ne' (ladderState_smooth k n (g + 1)) (ih (by linarith)) r hr
```

This is a statement about a differential equation. It includes neither square integrability nor boundary conditions, and it does not say that these are all the bound states. The sign of $k$ is also free: for $k<0$, a repulsive potential, the same formula gives solutions that grow exponentially.

## Nonzero states, and a failure at negative g

The eigenvalue equation would hold trivially for the zero function, so the next theorem supplies a point where $f_{n,g}$ is nonzero. It follows the argument by contradiction given above, with `hgap` as the strict inequality between the two terms of the bracket.

```lean
/-- For `k ≠ 0` and `g > 0`, the ladder function `ladderState k n g` does not vanish identically on
`r > 0`. -/
theorem ladderState_ne_zero {k : ℝ} (hk : k ≠ 0) (n : ℕ) {g : ℝ} (hg : 0 < g) :
    ∃ r > 0, ladderState k n g r ≠ 0 := by
  induction n generalizing g with
  | zero =>
    exact ⟨1, one_pos, (mul_pos (Real.rpow_pos_of_pos one_pos g) (Real.exp_pos _)).ne'⟩
  | succ n ih =>
    obtain ⟨r, hr, hne⟩ := ih (g := g + 1) (by linarith)
    by_contra hcon
    push Not at hcon
    have hz : ∀ x > 0, ladderB k g (ladderState k n (g + 1)) x = 0 := hcon
    have he : ladderB k g (ladderState k n (g + 1)) =ᶠ[𝓝 r] fun _ => (0 : ℝ) := by
      filter_upwards [Ioi_mem_nhds hr] with x hx using hz x hx
    have hd : deriv (ladderB k g (ladderState k n (g + 1))) r = 0 := by
      rw [he.deriv_eq]
      simp
    have h := (factorization (k := k) hg.ne' (ladderState_smooth k n (g + 1)) hr).2
    change deriv (ladderB k g (ladderState k n (g + 1))) r
      + (k / g - g / r) * ladderB k g (ladderState k n (g + 1)) r = _ at h
    rw [hd, hz r hr, coulomb_ladder k n (by linarith : 0 < g + 1) r hr] at h
    -- since k ≠ 0 and g < g + 1 + n, the factor in front of the state is positive
    have hn : (0 : ℝ) ≤ n := Nat.cast_nonneg n
    have hlt : g < g + 1 + n := by linarith
    have hk2 : 0 < k ^ 2 := by positivity
    have hgap : k ^ 2 / (g + 1 + n) ^ 2 < k ^ 2 / g ^ 2 :=
      div_lt_div_of_pos_left hk2 (by positivity) (by nlinarith)
    have hprod : (k ^ 2 / g ^ 2 - k ^ 2 / (g + 1 + n) ^ 2) * ladderState k n (g + 1) r = 0 := by
      linear_combination -h
    exact (mul_ne_zero (sub_pos.2 hgap).ne' hne) hprod
```

The condition $k\neq0$ serves this argument, in which the bracket must be positive. At $k=0$ the function is still nonzero, being a constant multiple of $r^g$, as the coefficient recursion shows.

The condition $g>0$ matters more. At $g=-\tfrac12$ and $n=1$ the starting function is $r^{1/2}e^{-2kr}$, and $W_{-1/2}=-2k+1/(2r)$ is exactly its logarithmic derivative. Hence $B_{-1/2}$ sends it to zero, and $f_{1,-1/2}$ is the zero function.

## The first excited function in closed form

For $n=1$ the theorem gives

$$f_{1,g}=(2g+1)\Big(\frac{k}{g(g+1)}-\frac1r\Big)r^{g+1}e^{-kr/(g+1)} .$$

For $k>0$ it has a single node, at $r=g(g+1)/k$, and $g=1$ returns the 2s function of the opening example. The proof takes the derivative of the starting function from $A_{g+1}f_{0,g+1}=0$ and collects the coefficients in `hc`. The factor $2g+1$ is the one that vanishes at $g=-\tfrac12$.

```lean
/-- For `g > 0` and `r > 0`, the function with `n = 1` is `(2g+1) (k/(g(g+1)) - 1/r) r^(g+1) exp(-k
r/(g+1))`. -/
theorem ladderState_one (k : ℝ) {g r : ℝ} (hg : 0 < g) (hr : 0 < r) :
    ladderState k 1 g r =
      (2 * g + 1) * (k / (g * (g + 1)) - 1 / r) * nodeless k (g + 1) r := by
  have h := ladderA_nodeless k (g + 1) hr
  change deriv (nodeless k (g + 1)) r
    + (k / (g + 1) - (g + 1) / r) * nodeless k (g + 1) r = 0 at h
  change -deriv (nodeless k (g + 1)) r + (k / g - g / r) * nodeless k (g + 1) r = _
  have hg1 : g + 1 ≠ 0 := by positivity
  have hc : k / g - g / r + (k / (g + 1) - (g + 1) / r) =
      (2 * g + 1) * (k / (g * (g + 1)) - 1 / r) := by
    field_simp
    ring
  linear_combination -h + nodeless k (g + 1) r * hc

end

end CoulombShapeInvariance
```

```lean
#print axioms CoulombShapeInvariance.coulomb_ladder
#print axioms CoulombShapeInvariance.ladderState_ne_zero
#print axioms CoulombShapeInvariance.ladderState_one
```

```
'CoulombShapeInvariance.coulomb_ladder' depends on axioms: [propext, Classical.choice, Quot.sound]
'CoulombShapeInvariance.ladderState_ne_zero' depends on axioms: [propext, Classical.choice, Quot.sound]
'CoulombShapeInvariance.ladderState_one' depends on axioms: [propext, Classical.choice, Quot.sound]
```
